# Landau levels of two-band bilayer graphene: every eigenvalue satisfies E² = n(n − 1) in cyclotron units

## Ladder operators and the Hamiltonian

An electron in Bernal-stacked bilayer graphene, in a uniform perpendicular magnetic field, has at low energy, for each spin and valley, one amplitude on each of two sublattices, \(u\) and \(v\); the sublattices exchange roles between the two valleys. With interactions, Zeeman splitting, trigonal warping, electron–hole asymmetry and interlayer bias neglected, its leading-order Hamiltonian is

\[
H(u,v)=(a^2v,\;a^{\dagger 2}u),
\]

in units of the cyclotron energy \(\hbar eB/m\), where \(m\) is the effective mass. The usual overall minus sign is absorbed into the sign of one amplitude. The operators \(a\) and \(a^\dagger\) are mutually adjoint, with \([a,a^\dagger]=1\); this relation expresses the fact that the two components of kinetic momentum do not commute in a field. Write \(N=a^\dagger a\).

The claim is that every eigenvalue \(E\) of \(H\) satisfies \(E^2=n(n-1)\) for some \(n=0,1,2,\dots\)

## Derivation from the ladder algebra

Let \(Nw=rw\) with \(w\neq0\). Applying the commutator to \(aw\) gives

\[
aw=a(Nw)-N(aw)=r\,aw-N(aw),\qquad\text{so}\qquad N(aw)=(r-1)\,aw .
\]

Also \(\|aw\|^2=\langle w,Nw\rangle=r\|w\|^2\), so \(\operatorname{Re}r\ge0\). Repeated lowering must therefore stop: for some \(n\), \(a^nw\neq0\) but \(a^{n+1}w=0\). This last nonzero vector has \(N\)-eigenvalue \(r-n=0\), so \(r=n\).

The eigenvalue equations are \(a^2v=Eu\) and \(a^{\dagger2}u=Ev\). Eliminating \(u\),

\[
E^2v=a^{\dagger2}a^2v=a^\dagger(aa^\dagger-1)av=N(N-1)v .
\]

Choose a complex \(r\) with \(r(r-1)=E^2\). Then

\[
(N-r)\,w=0,\qquad w=\bigl(N-(1-r)\bigr)v .
\]

There are three cases.

- If \(v=0\), then \(Eu=0\) with \(u\neq0\), so \(E=0\) and \(n=0\) serves.
- If \(w\neq0\), then \(r=n\), so \(E^2=n(n-1)\).
- If \(v\neq0\) and \(w=0\), then \(1-r=n\), and \(r(r-1)=(1-n)(-n)=n(n-1)\).

## Two-by-two blocks and the lowest nonzero level

In a number-state calculation, \(H\) couples \((|n-2\rangle,0)\) only to \((0,|n\rangle)\), with matrix element \(\sqrt{n(n-1)}\). Diagonalising this block gives \(E=\pm\sqrt{n(n-1)}\), the Landau levels of the non-interacting two-band model. The smallest block, \(n=2\), has \(E=\pm\sqrt2\) and normalised states \((|0\rangle,\pm|2\rangle)/\sqrt2\). The states \((0,|0\rangle)\) and \((0,|1\rangle)\) remain uncoupled at zero energy.

## The algebra and Hamiltonian in Lean

The space `V` is a complex inner-product space, not assumed complete. A nonzero complete space admits no ladder pair defined on all of it: mutually adjoint operators defined everywhere would be bounded there, and bounded operators cannot satisfy \([a,a^\dagger]=1\).

```lean
import Mathlib

/-! Landau levels of bilayer graphene from the ladder algebra alone.
The standard instance of the algebra is the harmonic oscillator on finite combinations of
number states; its construction is not carried out here. -/

namespace BilayerGrapheneLandau

variable {V : Type*} [NormedAddCommGroup V] [InnerProductSpace ℂ V]
```

The name `ad` stands for \(a^\dagger\). Both operators are defined on all of `V`, which suits a common domain such as finite combinations of number states. The passage from eigenvectors in that domain to the full spectrum of the self-adjoint operator on the completed Hilbert space is not supplied by these hypotheses.

```lean
/-- Landau-level ladder operators: `a` and `ad` are mutually adjoint and `[a, ad] = 1`. -/
structure IsLadderPair (a ad : V →ₗ[ℂ] V) : Prop where
  adjoint : ∀ x y, inner ℂ (a x) y = inner ℂ x (ad y)
  comm : ∀ x, a (ad x) - ad (a x) = x
```

The pair `(u, v)` lives in `V × V`.

```lean
/-- The bilayer Hamiltonian `(u, v) ↦ (a² v, ad² u)` on pairs of sublattice amplitudes,
in units of the cyclotron energy. -/
def bilayerH (a ad : V →ₗ[ℂ] V) : (V × V) →ₗ[ℂ] (V × V) :=
  ((a ∘ₗ a) ∘ₗ LinearMap.snd ℂ V V).prod ((ad ∘ₗ ad) ∘ₗ LinearMap.fst ℂ V V)
```

Comparing components gives the two coupled equations.

```lean
/-- The eigenvalue equation of the bilayer Hamiltonian is a pair of coupled equations for the
two sublattice amplitudes. -/
theorem eigen_iff (a ad : V →ₗ[ℂ] V) (E : ℂ) (u v : V) :
    bilayerH a ad (u, v) = E • (u, v) ↔ a (a v) = E • u ∧ ad (ad u) = E • v := by
  simp [bilayerH, Prod.ext_iff]
```

## Integer eigenvalues of the number operator

The lowering relation is the commutator applied to `a w`; `module` handles the vector arithmetic.

```lean
variable {a ad : V →ₗ[ℂ] V}

/-- If `w` solves the eigenvalue equation of the number operator `ad a` with value `r`, then `a w`,
which may be zero, solves it with value `r - 1`. -/
theorem number_lower (h : IsLadderPair a ad) {r : ℂ} {w : V} (hw : ad (a w) = r • w) :
    ad (a (a w)) = (r - 1) • a w := by
  have c := h.comm (a w)
  rw [hw, LinearMap.map_smul] at c
  linear_combination (norm := module) -c
```

Positivity takes the real part of the adjoint relation.

```lean
/-- An eigenvalue of the number operator with a nonzero eigenvector has nonnegative real part. -/
theorem number_nonneg (h : IsLadderPair a ad) {r : ℂ} {w : V} (hw0 : w ≠ 0)
    (hw : ad (a w) = r • w) : 0 ≤ r.re := by
  -- the squared norm of `a w` is `r` times the squared norm of `w`
  have e := congrArg Complex.re (h.adjoint w (a w))
  have i1 : (inner ℂ w w : ℂ).im = 0 := inner_self_im (𝕜 := ℂ) w
  have r1 : (inner ℂ w w : ℂ).re = ‖w‖ ^ 2 := inner_self_eq_norm_sq (𝕜 := ℂ) w
  have r2 : (inner ℂ (a w) (a w) : ℂ).re = ‖a w‖ ^ 2 := inner_self_eq_norm_sq (𝕜 := ℂ) (a w)
  rw [hw, inner_smul_right, Complex.mul_re, i1, r1, r2] at e
  by_contra hr
  have hneg := mul_neg_of_neg_of_pos (not_le.1 hr) (pow_pos (norm_pos_iff.2 hw0) 2)
  linarith [sq_nonneg ‖a w‖]
```

The descent becomes an induction on a bound `k` for the real part of `r`. At `k = 0` positivity is contradicted; otherwise either `a w = 0` or the induction hypothesis applies to `a w`.

```lean
/-- Every eigenvalue of the number operator with a nonzero eigenvector is a natural number. -/
theorem number_eigenvalue_nat (h : IsLadderPair a ad) {r : ℂ} {w : V} (hw0 : w ≠ 0)
    (hw : ad (a w) = r • w) : ∃ n : ℕ, r = n := by
  -- descend the ladder; the real part bounds the number of steps
  have key : ∀ k : ℕ, ∀ (r : ℂ) (w : V), w ≠ 0 → ad (a w) = r • w → r.re < k →
      ∃ n : ℕ, r = n := by
    intro k
    induction k with
    | zero =>
      intro r w hw0 hw hk
      have h0 := number_nonneg h hw0 hw
      rw [Nat.cast_zero] at hk
      exact absurd hk (not_lt_of_ge h0)
    | succ k ih =>
      intro r w hw0 hw hk
      by_cases haw : a w = 0
      · rw [haw, map_zero] at hw
        exact ⟨0, by rw [Nat.cast_zero]; exact (smul_eq_zero.1 hw.symm).resolve_right hw0⟩
      · have hk' : (r - 1).re < k := by
          rw [Complex.sub_re, Complex.one_re]
          push_cast at hk
          linarith
        obtain ⟨n, hn⟩ := ih (r - 1) (a w) haw (number_lower h hw) hk'
        exact ⟨n + 1, by push_cast; linear_combination hn⟩
  obtain ⟨k, hk⟩ := exists_nat_gt r.re
  exact key k r w hw0 hw hk
```

## From the quadratic to the levels

Here \(u\) is eliminated and the quadratic factored, giving \((N-r)w=0\).

```lean
/-- Let `(u, v)` solve the bilayer eigenvalue equation at energy `E`, and let `r (r - 1) = E²`.
Then `(N - (1 - r)) v`, with `N = ad a`, solves the number eigenvalue equation with value `r`. -/
theorem level_factor (h : IsLadderPair a ad) {E r : ℂ} {u v : V}
    (hE : bilayerH a ad (u, v) = E • (u, v)) (hr : r * (r - 1) = E ^ 2) :
    ad (a (ad (a v) - (1 - r) • v)) = r • (ad (a v) - (1 - r) • v) := by
  obtain ⟨h1, h2⟩ := (eigen_iff a ad E u v).1 hE
  -- eliminating `u` gives `N (N - 1) v = E² v`
  have c := congrArg ad (h.comm (a v))
  rw [map_sub, h1, LinearMap.map_smul, LinearMap.map_smul, h2, smul_smul, ← pow_two, ← hr] at c
  rw [map_sub, map_sub, LinearMap.map_smul, LinearMap.map_smul]
  linear_combination (norm := module) c
```

`HasEigenvalue` supplies a nonzero pair. Algebraic closure supplies a square root of \(1+4E^2\), hence `r`, and the case splits are those above. The subtraction in \(n(n-1)\) is complex. The theorem restricts the possible energies; it does not construct a state for each \(n\).

```lean
/-- Bilayer graphene Landau levels: every eigenvalue `E` of the bilayer Hamiltonian satisfies
`E² = n (n - 1)` for some natural number `n`. -/
theorem landau_levels (h : IsLadderPair a ad) {E : ℂ}
    (hE : Module.End.HasEigenvalue (bilayerH a ad) E) :
    ∃ n : ℕ, E ^ 2 = (n : ℂ) * ((n : ℂ) - 1) := by
  obtain ⟨⟨u, v⟩, hx⟩ := hE.exists_hasEigenvector
  have huv := hx.apply_eq_smul
  have hne : (u, v) ≠ (0 : V × V) := hx.2
  by_cases hv : v = 0
  · -- an amplitude on the first sublattice alone forces `E = 0`
    have h1 := ((eigen_iff a ad E u v).1 huv).1
    rw [hv, map_zero, map_zero] at h1
    have hu : u ≠ 0 := fun hu => hne (by rw [hu, hv]; rfl)
    have hE0 : E = 0 := (smul_eq_zero.1 h1.symm).resolve_right hu
    exact ⟨0, by rw [hE0]; norm_num⟩
  · -- factor the quadratic `N (N - 1) = E²` over the complex numbers
    obtain ⟨s, hs⟩ := IsAlgClosed.exists_pow_nat_eq (1 + 4 * E ^ 2) (n := 2) (by norm_num)
    obtain ⟨r, hr⟩ : ∃ r : ℂ, r * (r - 1) = E ^ 2 :=
      ⟨(1 + s) / 2, by linear_combination hs / 4⟩
    have hw := level_factor h huv hr
    by_cases hw0 : ad (a v) - (1 - r) • v = 0
    · obtain ⟨n, hn⟩ := number_eigenvalue_nat h hv (sub_eq_zero.1 hw0)
      exact ⟨n, by rw [← hr, ← hn]; ring⟩
    · obtain ⟨n, hn⟩ := number_eigenvalue_nat h hw0 hw
      exact ⟨n, by rw [← hr, hn]⟩
```

## Sublattice content, zero modes and the gap

For \(n\ge2\), take \(r=1-n\). Positivity excludes this negative number eigenvalue, so \(w=0\) and \(Nv=nv\). Lowering twice and dividing by \(E\neq0\) gives \(Nu=(n-2)u\). For a nonzero pair, both amplitudes are nonzero.

```lean
/-- In a level `E² = n (n - 1)` with `n ≥ 2`, the two sublattice amplitudes satisfy the number
eigenvalue equation, `v` with value `n` and `u` with value `n - 2`. -/
theorem orbital_content (h : IsLadderPair a ad) {E : ℂ} {u v : V} {n : ℕ} (hn : 2 ≤ n)
    (hEn : E ^ 2 = (n : ℂ) * ((n : ℂ) - 1)) (hE : bilayerH a ad (u, v) = E • (u, v)) :
    ad (a v) = (n : ℂ) • v ∧ ad (a u) = ((n : ℂ) - 2) • u := by
  have hw := level_factor h (r := 1 - (n : ℂ)) hE (by rw [hEn]; ring)
  -- the other root `1 - n` is negative, hence excluded
  have hw0 : ad (a v) - (1 - (1 - (n : ℂ))) • v = 0 := by
    by_contra hne
    have h0 := number_nonneg h hne hw
    rw [Complex.sub_re, Complex.one_re, Complex.natCast_re] at h0
    have h2 : (2 : ℝ) ≤ n := by exact_mod_cast hn
    linarith
  have hv : ad (a v) = (n : ℂ) • v := by
    linear_combination (norm := module) hw0
  refine ⟨hv, ?_⟩
  have h1 : (n : ℂ) ≠ 0 := by exact_mod_cast (by omega : n ≠ 0)
  have h2 : (n : ℂ) - 1 ≠ 0 := sub_ne_zero.2 (by exact_mod_cast (by omega : n ≠ 1))
  have hE0 : E ≠ 0 := fun h0 => mul_ne_zero h1 h2 (by rw [← hEn, h0]; norm_num)
  -- `E u = a² v` lies two steps lower on the ladder
  have hu := number_lower h (number_lower h hv)
  rw [((eigen_iff a ad E u v).1 hE).1, LinearMap.map_smul, LinearMap.map_smul] at hu
  have hz : E • (ad (a u) - ((n : ℂ) - 2) • u) = 0 := by
    linear_combination (norm := module) hu
  exact sub_eq_zero.1 ((smul_eq_zero.1 hz).resolve_left hE0)
```

If \(a^\dagger x=0\), the commutator gives \(Nx=-x\), so \(x=0\). Applied twice, this removes \(u\) from every zero mode.

```lean
/-- The zero modes are exactly the pairs `(0, v)` with `a² v = 0`: they live on one sublattice. -/
theorem zero_mode_iff (h : IsLadderPair a ad) (u v : V) :
    bilayerH a ad (u, v) = 0 ↔ u = 0 ∧ a (a v) = 0 := by
  -- `ad x = 0` would make `x` a number state with value `-1`
  have inj : ∀ x, ad x = 0 → x = 0 := by
    intro x hx
    by_contra hne
    have c := h.comm x
    rw [hx, map_zero] at c
    have h0 := number_nonneg h (r := -1) hne (by linear_combination (norm := module) -c)
    norm_num at h0
  have e := eigen_iff a ad 0 u v
  rw [zero_smul, zero_smul, zero_smul] at e
  rw [e]
  constructor
  · rintro ⟨h1, h2⟩
    exact ⟨inj u (inj _ h2), h1⟩
  · rintro ⟨h1, h2⟩
    exact ⟨h2, by rw [h1, map_zero, map_zero]⟩
```

The values \(n=0,1\) give zero energy, while \(n\ge2\) gives \(n(n-1)\ge2\).

```lean
/-- Every nonzero eigenvalue of the bilayer Hamiltonian satisfies `|E|² ≥ 2`. -/
theorem level_gap (h : IsLadderPair a ad) {E : ℂ}
    (hE : Module.End.HasEigenvalue (bilayerH a ad) E) (hE0 : E ≠ 0) : 2 ≤ ‖E‖ ^ 2 := by
  obtain ⟨n, hn⟩ := landau_levels h hE
  rcases n with _ | _ | m
  · exact absurd (by rw [hn]; norm_num) (pow_ne_zero 2 hE0)
  · exact absurd (by rw [hn]; norm_num) (pow_ne_zero 2 hE0)
  · have hm : E ^ 2 = (((m + 2) * (m + 1) : ℕ) : ℂ) := by
      rw [hn]
      push_cast
      ring
    rw [← norm_pow, hm, Complex.norm_natCast]
    exact_mod_cast (by nlinarith : 2 ≤ (m + 2) * (m + 1))

end BilayerGrapheneLandau
```

```lean
#print axioms BilayerGrapheneLandau.landau_levels
#print axioms BilayerGrapheneLandau.orbital_content
#print axioms BilayerGrapheneLandau.zero_mode_iff
#print axioms BilayerGrapheneLandau.level_gap
```

```
'BilayerGrapheneLandau.landau_levels' depends on axioms: [propext, Classical.choice, Quot.sound]
'BilayerGrapheneLandau.orbital_content' depends on axioms: [propext, Classical.choice, Quot.sound]
'BilayerGrapheneLandau.zero_mode_iff' depends on axioms: [propext, Classical.choice, Quot.sound]
'BilayerGrapheneLandau.level_gap' depends on axioms: [propext, Classical.choice, Quot.sound]
```
